# The antiperiodic time-slice determinant of one free fermion level converges to the partition function 1 + exp(−βe)

## Which sign belongs on the step from the last time slice to the first?

If I leave the wrap-around entry out of my imaginary-time matrix, its determinant is 1 at every inverse temperature \(\beta\) and for every level energy \(e\), measured from the chemical potential. If I put the entry in with the periodic sign, the determinant tends to \(1-e^{-\beta e}\), which vanishes at \(e=0\), where a fermion level should give 2. One matrix element decides whether I get a partition function at all.

The claim I would like to see settled is this. Let \(P\) be the cyclic shift on \(M\ge 1\) slices, with a factor \(s\) on the entry from the last slice to the first. Then \(\det(1-aP)=1-s\,a^M\), and for \(s=-1\) and \(a=1-\beta e/M\) the determinant tends to \(1+e^{-\beta e}\) as \(M\) grows. Can this be derived with every sign accounted for, including the case of a single slice, and can the argument be checked by machine?

## The wrap-around entry contributes −s times the product of all slice factors

Yes, and the determinant formula holds over any commutative ring, with a separate factor on each slice. Number the slices \(k=0,\dots,M-1\) and write \(M=n+1\). The shift acts on a field \(\psi\) over the slices by

\[
(P\psi)_0=s\,\psi_n,\qquad (P\psi)_{k+1}=\psi_k\quad(0\le k<n).
\]

Let \(a_k\) be the factor for the step that arrives at slice \(k\), and set \(A=1-\mathrm{diag}(a)P\). For \(M=3\) this is

\[
A=\begin{pmatrix}1&0&-s a_0\\-a_1&1&0\\0&-a_2&1\end{pmatrix}.
\]

Take \(M\ge2\) first and expand along row 0. Its only entries that can be nonzero are \(A_{00}=1\) and \(A_{0n}=-s a_0\).

- Deleting row 0 and column 0 leaves a matrix with 1 on the diagonal and \(-a_k\) just below it. It is lower triangular, so its determinant is 1.
- Deleting row 0 and column \(n\) leaves a matrix with \(-a_1,\dots,-a_n\) on the diagonal and 1 just above it. It is upper triangular, so its determinant is \((-1)^n\prod_{k=1}^n a_k\).

The second term of the expansion carries the cofactor sign \((-1)^n\), hence

\[
\det A=1+(-1)^n(-s a_0)(-1)^n\prod_{k=1}^n a_k=1-s\prod_{k=0}^{n}a_k .
\]

For \(M=1\) the diagonal and wrap-around entries fall on the same place, \(A=(1-s a_0)\), and the formula is the same. With equal factors it becomes \(1-s\,a^M\).

Now put \(x=\beta e\) and \(a=1-x/M\), the exponential \(e^{-x/M}\) of one time step to first order. For \(M>|x|\),

\[
M\ln\!\left(1-\frac{x}{M}\right)=-x+O\!\left(\frac1M\right),
\]

so \(a^M\to e^{-x}\) and the determinant tends to \(1-s\,e^{-\beta e}\). For \(s=-1\) this is \(1+e^{-\beta e}\), the sum of the Boltzmann weights for occupations 0 and 1.

For \(s=1\) and \(\beta e>0\) the limit \(1-e^{-\beta e}\) is nonzero, so the inverse converges as well:

\[
\frac{1}{\det(1-aP)}\;\to\;\frac{1}{1-e^{-\beta e}}=\sum_{n=0}^{\infty}e^{-n\beta e},
\]

where \(n\) now counts bosons in the level.

The boundary sign also selects the frequencies. If \(s z^M=1\), the wave \(\psi_k=z^k\) satisfies \(z\,P\psi=\psi\): on later slices because \(z\cdot z^{k-1}=z^k\), and on slice 0 because \(z\cdot s z^{M-1}=1\). Over the complex numbers, \(z=e^{i\omega\beta/M}\) with \(\omega=(2m+1)\pi/\beta\) and integer \(m\) solves the condition for \(s=-1\), and \(\omega=2m\pi/\beta\) solves it for \(s=1\). These are the fermionic and bosonic Matsubara frequencies.

The Lean file contains the determinant formula, the modes and both limits.

```lean
import Mathlib

open Matrix Filter Topology

namespace MatsubaraTimeSlices

noncomputable section

variable {R : Type*} [CommRing R]

/-- The cyclic shift by one step on `M` imaginary-time slices, with the factor `s` on the
entry that leads from the last slice back to the first. -/
def signedShift (M : ℕ) (s : R) : Matrix (Fin M) (Fin M) R :=
  Matrix.of fun i j =>
    (if i.val = j.val + 1 then 1 else 0) + (if i.val = 0 ∧ j.val + 1 = M then s else 0)

/-- On the first slice the shifted field is `s` times the field on the last slice. -/
theorem signedShift_mulVec_zero (n : ℕ) (s : R) (ψ : Fin (n + 1) → R) :
    (signedShift (n + 1) s *ᵥ ψ) 0 = s * ψ (Fin.last n) := by
  change ∑ j, signedShift (n + 1) s 0 j * ψ j = _
  rw [Finset.sum_eq_single (Fin.last n)]
  · simp [signedShift]
  · intro j _ hj
    have h : j.val ≠ n := fun h => hj (Fin.ext h)
    simp [signedShift, h]
  · simp

/-- On every later slice the shifted field is the field on the preceding slice. -/
theorem signedShift_mulVec_succ (n : ℕ) (s : R) (ψ : Fin (n + 1) → R) (k : Fin n) :
    (signedShift (n + 1) s *ᵥ ψ) k.succ = ψ k.castSucc := by
  change ∑ j, signedShift (n + 1) s k.succ j * ψ j = _
  rw [Finset.sum_eq_single k.castSucc]
  · simp [signedShift]
  · intro j _ hj
    have h : k.val ≠ j.val := fun h => hj (Fin.ext h.symm)
    simp [signedShift, h]
  · simp

/-- A discrete wave `z ^ k` over the slices with `s * z ^ M = 1` is restored when its shift
is multiplied by `z`. -/
theorem matsubara_mode (M : ℕ) (s z : R) (hz : s * z ^ M = 1) :
    z • (signedShift M s *ᵥ fun k => z ^ k.val) = fun k => z ^ k.val := by
  cases M with
  | zero => funext k; exact k.elim0
  | succ n =>
    funext k
    refine Fin.cases ?_ (fun k => ?_) k
    · simp only [Pi.smul_apply, smul_eq_mul, signedShift_mulVec_zero, Fin.val_last,
        Fin.val_zero, pow_zero]
      linear_combination hz
    · simp only [Pi.smul_apply, smul_eq_mul, signedShift_mulVec_succ]
      exact (pow_succ' z k.val).symm

/-- For slice-dependent propagation factors `a k`, the time-slice determinant is one minus
`s` times the product of all factors. -/
theorem det_one_sub_diagonal_mul_signedShift {M : ℕ} (hM : 0 < M) (s : R) (a : Fin M → R) :
    (1 - Matrix.diagonal a * signedShift M s).det = 1 - s * ∏ k, a k := by
  cases M with
  | zero => exact absurd hM (lt_irrefl 0)
  | succ n =>
    obtain ⟨A, hA⟩ : ∃ A, A = 1 - Matrix.diagonal a * signedShift (n + 1) s := ⟨_, rfl⟩
    rw [← hA]
    have entry : ∀ i j, A i j = (if i = j then 1 else 0) - a i *
        ((if i.val = j.val + 1 then 1 else 0) +
          (if i.val = 0 ∧ j.val + 1 = n + 1 then s else 0)) := by
      intro i j
      rw [hA, Matrix.sub_apply, Matrix.one_apply, Matrix.diagonal_mul]
      rfl
    -- the first row holds the diagonal entry and the wrap-around entry
    have row : ∀ j, A 0 j =
        (if j = 0 then 1 else 0) - (if j = Fin.last n then a 0 * s else 0) := by
      intro j
      have e1 : (0 : Fin (n + 1)).val = 0 := rfl
      have e2 : (Fin.last n).val = n := rfl
      rw [entry]
      simp only [Fin.ext_iff]
      split_ifs <;> first | omega | simp
    -- the minor of the diagonal entry is lower triangular with unit diagonal
    have h0 : (A.submatrix Fin.succ Fin.succ).det = 1 := by
      rw [Matrix.det_of_isLowerTriangular]
      · apply Finset.prod_eq_one
        intro i _
        rw [Matrix.submatrix_apply, entry]
        simp
      · intro i j hij
        have h : i < j := OrderDual.toDual_lt_toDual.mp hij
        have h' : i.val < j.val := h
        have e1 : i.succ.val = i.val + 1 := rfl
        have e2 : j.succ.val = j.val + 1 := rfl
        rw [Matrix.submatrix_apply, entry]
        simp only [Fin.ext_iff]
        split_ifs <;> first | omega | simp
    -- the minor of the wrap-around entry is upper triangular with diagonal `-a`
    have hn : (A.submatrix Fin.succ Fin.castSucc).det
        = (-1) ^ n * ∏ i : Fin n, a i.succ := by
      have diag : ∀ i : Fin n, A i.succ i.castSucc = -1 * a i.succ := by
        intro i
        have e1 : i.succ.val = i.val + 1 := rfl
        have e2 : i.castSucc.val = i.val := rfl
        rw [entry]
        simp only [Fin.ext_iff]
        split_ifs <;> first | omega | simp
      rw [Matrix.det_of_isUpperTriangular]
      · simp only [Matrix.submatrix_apply, diag, Finset.prod_mul_distrib,
          Finset.prod_const, Finset.card_univ, Fintype.card_fin]
      · intro i j hij
        have h' : j.val < i.val := hij
        have e1 : i.succ.val = i.val + 1 := rfl
        have e2 : j.castSucc.val = j.val := rfl
        rw [Matrix.submatrix_apply, entry]
        simp only [Fin.ext_iff]
        split_ifs <;> first | omega | simp
    have sg : (-1 : R) ^ n * (-1) ^ n = 1 := by
      rw [← mul_pow]
      simp
    rw [Matrix.det_succ_row_zero]
    simp only [row, mul_sub, sub_mul, Finset.sum_sub_distrib, mul_ite, ite_mul, mul_one,
      mul_zero, zero_mul, Finset.sum_ite_eq', Finset.mem_univ, if_true]
    rw [Fin.succAbove_zero, Fin.succAbove_last, h0, hn, Fin.prod_univ_succ]
    simp only [Fin.val_zero, Fin.val_last, pow_zero]
    linear_combination (-(a 0 * s * ∏ i : Fin n, a i.succ)) * sg

/-- For the same propagation factor `a` on each of `M ≥ 1` slices, the time-slice
determinant is `1 - s * a ^ M`. -/
theorem det_one_sub_smul_signedShift {M : ℕ} (hM : 0 < M) (s a : R) :
    (1 - a • signedShift M s).det = 1 - s * a ^ M := by
  have h : a • signedShift M s = Matrix.diagonal (fun _ => a) * signedShift M s := by
    ext i j
    rw [Matrix.diagonal_mul, Matrix.smul_apply, smul_eq_mul]
  rw [h, det_one_sub_diagonal_mul_signedShift hM, Finset.prod_const, Finset.card_univ,
    Fintype.card_fin]

/-- The Boltzmann weight of `n` particles in a level of energy `e`, measured from the
chemical potential, at inverse temperature `β`. -/
def weight (β e : ℝ) (n : ℕ) : ℝ := Real.exp (-(β * (n * e)))

/-- The fermion partition function of one level: the sum over occupations 0 and 1. -/
def fermionPartition (β e : ℝ) : ℝ := ∑ n ∈ Finset.range 2, weight β e n

/-- The boson partition function of one level: the sum over all occupations. -/
def bosonPartition (β e : ℝ) : ℝ := ∑' n : ℕ, weight β e n

/-- With the factor `1 - β e / M` per slice, the determinant tends to `1 - s exp (-β e)`
as the number of slices grows. -/
theorem tendsto_det (s β e : ℝ) :
    Tendsto (fun M : ℕ => (1 - (1 - β * e / M) • signedShift M s).det) atTop
      (𝓝 (1 - s * Real.exp (-(β * e)))) := by
  have h := ((Real.tendsto_one_add_div_pow_exp (-(β * e))).const_mul s).const_sub 1
  refine h.congr' ?_
  filter_upwards [eventually_gt_atTop 0] with M hM
  rw [det_one_sub_smul_signedShift hM, neg_div, ← sub_eq_add_neg]

/-- With antiperiodic slices the determinant tends to the fermion partition function, which
equals `1 + exp (-β e)`. -/
theorem tendsto_det_fermion (β e : ℝ) :
    Tendsto (fun M : ℕ => (1 - (1 - β * e / M) • signedShift M (-1 : ℝ)).det) atTop
      (𝓝 (fermionPartition β e)) ∧ fermionPartition β e = 1 + Real.exp (-(β * e)) := by
  have hZ : fermionPartition β e = 1 + Real.exp (-(β * e)) := by
    simp [fermionPartition, weight, Finset.sum_range_succ]
  refine ⟨?_, hZ⟩
  have h := tendsto_det (-1) β e
  rwa [show 1 - (-1) * Real.exp (-(β * e)) = fermionPartition β e by rw [hZ]; ring] at h

/-- With periodic slices and `β e > 0` the inverse determinant tends to the boson partition
function. -/
theorem tendsto_inv_det_boson (β e : ℝ) (h : 0 < β * e) :
    Tendsto (fun M : ℕ => ((1 - (1 - β * e / M) • signedShift M (1 : ℝ)).det)⁻¹) atTop
      (𝓝 (bosonPartition β e)) := by
  have hlt : Real.exp (-(β * e)) < 1 := Real.exp_lt_one_iff.mpr (by linarith)
  -- the sum over occupations is a geometric series
  have hw : ∀ n : ℕ, weight β e n = Real.exp (-(β * e)) ^ n := by
    intro n
    rw [weight, ← Real.exp_nat_mul]
    congr 1
    ring
  have hZ : bosonPartition β e = (1 - 1 * Real.exp (-(β * e)))⁻¹ := by
    rw [bosonPartition, tsum_congr hw, one_mul]
    exact tsum_geometric_of_lt_one (Real.exp_pos _).le hlt
  rw [hZ]
  exact (tendsto_det 1 β e).inv₀ (by linarith)

end

end MatsubaraTimeSlices
```

```lean
#print axioms MatsubaraTimeSlices.matsubara_mode
#print axioms MatsubaraTimeSlices.tendsto_det_fermion
#print axioms MatsubaraTimeSlices.tendsto_inv_det_boson
```

```
'MatsubaraTimeSlices.matsubara_mode' depends on axioms: [propext, Classical.choice, Quot.sound]
'MatsubaraTimeSlices.tendsto_det_fermion' depends on axioms: [propext, Classical.choice, Quot.sound]
'MatsubaraTimeSlices.tendsto_inv_det_boson' depends on axioms: [propext, Classical.choice, Quot.sound]
```

### Slices, factors and partition functions as Lean objects

A slice is an element of `Fin M`, counted from 0. `signedShift M s` is the matrix \(P\), with the row as the slice of arrival and the column as the slice of departure. The theorems `signedShift_mulVec_zero` and `signedShift_mulVec_succ` state its action on a field, so the orientation and the boundary condition can be read off without decoding the matrix entries. `matsubara_mode` is the statement about \(z^k\); it does not say that these waves form a complete set.

`det_one_sub_diagonal_mul_signedShift` says that for `0 < M`, any `s` and any family `a` of factors in a commutative ring `R`, the determinant of \(1-\mathrm{diag}(a)P\) is \(1-s\prod_k a_k\). The condition on `M` is needed because the determinant of the empty matrix is 1, whereas the formula would give \(1-s\). `det_one_sub_smul_signedShift` is the case of equal factors.

The limits are statements about real numbers. `weight β e n` is \(e^{-\beta n e}\), with `e` measured from the chemical potential. `fermionPartition` sums this weight over `Finset.range 2`, that is, over occupations 0 and 1, and `bosonPartition` sums it over all natural numbers. Both are thus defined by counting states, independently of any determinant. `tendsto_det_fermion` gives the convergence to `fermionPartition β e` together with its closed form, for all real `β` and `e`. `tendsto_inv_det_boson` assumes `0 < β * e`. At positive temperature this means that the level lies above the chemical potential; otherwise the sum over boson occupations diverges.

The model is a single non-interacting level. The coherent-state path integral, which leads from the trace over states to the antiperiodic determinant for fermions and to the inverse of the periodic one for bosons, is not formalised; the file starts from the matrix and compares its limit with the sum over occupations.

### Two minors and a squared sign

The main proof follows the expansion by hand. Inside it, `entry` writes out a general element of \(A\), and `row` reduces row 0 to its diagonal and wrap-around parts. `h0` evaluates the first minor with `Matrix.det_of_isLowerTriangular`, and `hn` evaluates the second with `Matrix.det_of_isUpperTriangular`. From `row` on, `split_ifs` goes through the possible coincidences of indices, `omega` discards the contradictory ones, and `simp` evaluates the rest. The fact `sg` says that \((-1)^n(-1)^n=1\), and the final `linear_combination` uses it to merge the cofactor sign with the sign of the second minor.

The proof turns on `Matrix.det_succ_row_zero`, Mathlib's expansion along the first row:

\[
\det A=\sum_{j}(-1)^j A_{0j}\,\det\bigl(A\text{ without row }0\text{ and column }j\bigr).
\]

Mathlib describes the remaining columns by `j.succAbove`, the increasing map from `Fin n` to `Fin (n + 1)` that skips `j`. If the skipped column is the first, this map is `Fin.succ`, which raises every index by one. If it is the last, the map is `Fin.castSucc`, which keeps every index value. The rewrites `Fin.succAbove_zero` and `Fin.succAbove_last` therefore turn the two surviving terms into exactly the minors of `h0` and `hn`. In the second minor, row `i.succ` meets column `i.castSucc` on the diagonal. Their values are \(i+1\) and \(i\), so the diagonal consists of the entries for single time steps.

The single slice needs no separate treatment, because `row` writes the first row as a difference of two conditional terms. For \(M=1\) both conditions pick out the same column. The sum over columns still splits into two parts, each multiplied by an empty minor of determinant 1.

The remaining theorems are short. `tendsto_det` takes \((1-\beta e/M)^M\to e^{-\beta e}\) from `Real.tendsto_one_add_div_pow_exp` and replaces the power by the determinant for all `M > 0`. The fermion theorem sets `s = -1` and evaluates the sum of two weights. The boson theorem rewrites the weights as powers of \(e^{-\beta e}\), sums them with `tsum_geometric_of_lt_one`, and passes to the inverse with `inv₀`, which requires the nonzero limit.

### The same matrix in a determinant Monte Carlo code

In determinant quantum Monte Carlo, each slice carries a matrix \(B_k\) over the sites or orbitals, for a given configuration of the auxiliary field. The space-time matrix has the layout of \(A\), with blocks \(B_k\) in place of the numbers \(a_k\). Elimination slice by slice gives, for \(s=-1\),

\[
\det\bigl(1+B_{M-1}\cdots B_1B_0\bigr),
\]

where the order matters because the blocks need not commute. The theorem above covers the one-orbital case, in which the factors are numbers.

That case already provides a check on the boundary sign in a program. With \(a_k=e^{-\beta e/M}\) on every slice, the antiperiodic determinant must equal \(1+e^{-\beta e}\) at every \(M\ge1\), up to rounding. With the linearised factor \(1-\beta e/M\) there is a time-step error as well: for \(\beta e=1\) and \(M=10\) the determinant is about 1.349, while the limit is about 1.368. Too coarse a grid can even spoil the sign. For \(\beta e=3\) and \(M=1\) the linearised factor is \(-2\) and the determinant is \(-1\), although the partition function is positive.
